# The half-step propagator exp(A/2) of a finite complex matrix is undone by exp(−A/2)

For any square complex matrix A over a finite index set, the lemma states that exp(A/2) exp(−A/2) is the identity matrix. In physics, taking A = −iHΔt with ħ = 1 and H a finite, time-independent Hamiltonian matrix, it says that half a time step forward is undone by half a time step backward. A need not be Hermitian or anti-Hermitian. The attempt unfolds the half steps, moves the minus sign outside the factor 1/2, and merges the two exponentials into one, which is allowed because a matrix commutes with its own negative. The exponent is then zero, and the exponential of zero is the identity.

The failing Lean file:

```lean
import Mathlib

open Matrix
open scoped ComplexOrder

namespace HalfStepMulNeg

variable {ι : Type*} [Fintype ι] [DecidableEq ι]

/-- The half step `exp(A/2)`. -/
noncomputable def halfStep (A : Matrix ι ι ℂ) : Matrix ι ι ℂ :=
  NormedSpace.exp ((1 / 2 : ℂ) • A)

/-- The half step generated by `-A` undoes the half step generated by `A`. -/
theorem halfStep_mul_neg (A : Matrix ι ι ℂ) : halfStep A * halfStep (-A) = 1 := by
  unfold halfStep
  rw [smul_neg, ← Matrix.exp_add_of_commute _ _ (Commute.refl _).neg_right,
    add_neg_cancel, NormedSpace.exp_zero]

end HalfStepMulNeg
```

Messages:

```
Main.lean:17:48: error(lean.synthInstanceFailed): failed to synthesize instance of type class
  HasDistribNeg (Matrix ?m.25 ?m.25 ?m.26)

Hint: Type class instance resolution failures can be inspected with the `set_option trace.Meta.synthInstance true` command.
Main.lean:15:80: error: unsolved goals
ι : Type u_1
inst✝¹ : Fintype ι
inst✝ : DecidableEq ι
A : Matrix ι ι ℂ
⊢ NormedSpace.exp ((1 / 2) • A) * NormedSpace.exp (-((1 / 2) • A)) = 1
```

The mended proof, as a diff:

```diff
@@ -14,7 +14,7 @@
 /-- The half step generated by `-A` undoes the half step generated by `A`. -/
 theorem halfStep_mul_neg (A : Matrix ι ι ℂ) : halfStep A * halfStep (-A) = 1 := by
+  have hc : Commute ((1 / 2 : ℂ) • A) (-((1 / 2 : ℂ) • A)) := (Commute.refl _).neg_right
   unfold halfStep
-  rw [smul_neg, ← Matrix.exp_add_of_commute _ _ (Commute.refl _).neg_right,
-    add_neg_cancel, NormedSpace.exp_zero]
+  rw [smul_neg, ← Matrix.exp_add_of_commute _ _ hc, add_neg_cancel, NormedSpace.exp_zero]
 
 end HalfStepMulNeg
```

Cause. The first message says that Lean could not find a `HasDistribNeg` instance, the rules for how negation passes through multiplication, on a matrix type whose index and entry types were still unknown (`?m.25` and `?m.26`). `neg_right` needs that instance. Inside the `rw`, the term `(Commute.refl _).neg_right` was elaborated before the rewrite had been matched against the goal, so nothing had yet told Lean which matrices were meant.

The second message shows the goal left over. `smul_neg` had already moved the minus sign outside, but the product of exponentials had not been merged.

The repair proves the commutation first, as `hc`, with both matrices written out. The type is then known to be `Matrix ι ι ℂ`, and the instance is found. Passing `hc` to `Matrix.exp_add_of_commute` also fixes the two exponents, so the reverse rewrite can merge the exponentials and the remaining steps close the goal. Putting the `rw` on one line is mere tidying.
